# Exchanging particles and holes in a density–density sum over distinct modes adds only a constant and terms linear in the densities

Take two families `f` and `g` of `M` elements each in a ring that is also a real algebra, and sum the products `f m * g k` over all ordered pairs with `k ≠ m`. The lemma `density_pairs` says that replacing every `f m` by `1 - f m` and every `g k` by `1 - g k` adds `(M - 1)(M - ∑ f - ∑ g)` to this sum. If the elements are read as occupation-number operators, the replacement exchanges particles and holes, but the statement needs neither that reading nor any commutation between the elements. The attempt tries to write each sum over distinct pairs as the full double sum minus its diagonal, expand the diagonal with `hd`, and finish by algebra in the noncommutative ring.

The failing Lean file:

```lean
import Mathlib

open Finset
open scoped Kronecker

namespace DensityPairs

noncomputable section

variable {A : Type*} [Ring A] [StarRing A] [Algebra ℝ A] {M : ℕ}

/-- For any families `f` and `g` in a ring, replacing `f` by `1 - f` and `g` by `1 - g` in the sum
of `f m * g k` over all `k ≠ m` adds `(M-1) (M - ∑ f - ∑ g)`. -/
theorem density_pairs {R : Type*} [Ring R] [Algebra ℝ R] (f g : Fin M → R) :
    ∑ m, ∑ k ∈ univ.erase m, (1 - f m) * (1 - g k) = ∑ m, ∑ k ∈ univ.erase m, f m * g k
      + ((M : ℝ) - 1) • ((M : R) - ∑ m, f m - ∑ m, g m) := by
  have hs (X : R) : ((M : ℝ) - 1) • X = ((M : R) - 1) * X := by
    rw [sub_smul, one_smul, Nat.cast_smul_eq_nsmul, nsmul_eq_mul, sub_mul, one_mul]
  have h1 : ∑ _m : Fin M, (1 : R) = M := by simp
  have hd : ∑ m, (1 - f m) * (1 - g m)
      = (M : R) - ∑ m, f m - ∑ m, g m + ∑ m, f m * g m := by
    simp only [sub_mul, mul_sub, one_mul, mul_one, sum_sub_distrib, h1]
    abel
  have hc := (Nat.cast_commute M (∑ m, f m)).eq
  -- a sum over distinct pairs is the full double sum minus its diagonal
  simp only [sum_erase_eq_sub, mem_univ, sum_sub_distrib, ← mul_sum, ← sum_mul, h1]
  rw [hd, hs]
  linear_combination (norm := noncomm_ring) hc

end

end DensityPairs
```

Messages:

```
Main.lean:27:6: error: Tactic `rewrite` failed: Did not find an occurrence of the pattern
  ∑ m, (1 - f m) * (1 - g m)
in the target expression
  ∑ x, (1 - f x) * (↑M - 1 - (∑ x, g x - g x)) = ∑ x, f x * (∑ x, g x - g x) + (↑M - 1) • (↑M - ∑ m, f m - ∑ x, g x)

M : ℕ
R : Type u_2
inst✝¹ : Ring R
inst✝ : Algebra ℝ R
f g : Fin M → R
hs : ∀ (X : R), (↑M - 1) • X = (↑M - 1) * X
h1 : ∑ _m, 1 = ↑M
hd : ∑ m, (1 - f m) * (1 - g m) = ↑M - ∑ m, f m - ∑ m, g m + ∑ m, f m * g m
hc : ↑M * ∑ m, f m = (∑ m, f m) * ↑M
⊢ ∑ x, (1 - f x) * (↑M - 1 - (∑ x, g x - g x)) = ∑ x, f x * (∑ x, g x - g x) + (↑M - 1) • (↑M - ∑ m, f m - ∑ x, g x)
Main.lean:26:69: warning: This simp argument is unused:
  ← sum_mul

Hint: Omit it from the simp argument list.
  [apply] simp only [sum_erase_eq_sub, mem_univ, sum_sub_distrib, ← mul_sum, h1]

Note: Simp arguments with `←` have the additional effect of removing the other direction from the simp set, even if the simp argument itself is unused. If the hint above does not work, try replacing `←` with `-` to only get that effect and silence this warning.

Note: This linter can be disabled with `set_option linter.unusedSimpArgs false`
```

The mended proof, as a diff:

```diff
@@ -24,6 +24,10 @@
   have hc := (Nat.cast_commute M (∑ m, f m)).eq
   -- a sum over distinct pairs is the full double sum minus its diagonal
-  simp only [sum_erase_eq_sub, mem_univ, sum_sub_distrib, ← mul_sum, ← sum_mul, h1]
-  rw [hd, hs]
+  have he (F G : Fin M → R) : ∑ m, ∑ k ∈ univ.erase m, F m * G k
+      = (∑ m, F m) * (∑ k, G k) - ∑ m, F m * G m := by
+    rw [sum_mul_sum, ← sum_sub_distrib]
+    exact sum_congr rfl fun m _ => sum_erase_eq_sub (mem_univ m)
+  rw [he (fun m => 1 - f m) (fun k => 1 - g k), he f g, hd, hs]
+  simp only [sum_sub_distrib, h1]
   linear_combination (norm := noncomm_ring) hc
 
```

Diagnosis. The error says that `rw [hd, hs]` cannot find the diagonal sum `∑ m, (1 - f m) * (1 - g m)` in the goal. The `simp only` before it used `← mul_sum` to pull `1 - f m` out of the inner sum before the erased term was split off. The subtraction therefore ended up inside the second factor, as the goal shows, and the diagonal never became a sum of its own. That second factor still depends on the outer index, so `← sum_mul` could not pull it out either, which is why the warning reports it as unused.

The repair proves the splitting separately, as `he`: for any `F` and `G`, the sum over distinct pairs is the product of the two full sums minus the diagonal. Rewriting with `he` on both sides puts the diagonal in the form `hd` expects, and `hs` then turns the scalar action into multiplication. The new `simp only` evaluates the remaining sums of `1 - f m` and `1 - g k`, after which the unchanged `linear_combination` closes the goal.
